# A family of finite Hermitian matrices H(R) has one constant adiabatic basis exactly when all its members commute

## Can one rotation remove the electronic coupling at every geometry?

I am looking for electronic states that stay uncoupled wherever the nuclei move, obtained with one constant unitary matrix for all geometries. My example is one electron on two sites with energies ax and −ax, where x is a nuclear displacement, and a constant hopping c between them. I can diagonalize this 2×2 matrix at any single x, but the rotation I find works only there. Have I missed a better constant rotation, or is there none?

## None, unless the Hamiltonians at all geometries commute

The basis you ask for must not depend on the geometry R, but the energies may. Let H(R) be the Hermitian n×n electronic Hamiltonian and let Uᴴ be the conjugate transpose of U. You are asking for one unitary U such that Uᴴ H(R) U is diagonal for every R. It exists if and only if H(R)H(S) = H(S)H(R) for all R and S. In your example that means a = 0 or c = 0.

"Adiabatic" here means only that the states are eigenvectors at each geometry. Unlike the common textbook labelling, it does not order them by energy, so their levels may cross.

**A fixed basis forces commutation.** Write D(R) = Uᴴ H(R) U. Since U Uᴴ = 1,

H(R)H(S) = U D(R) D(S) Uᴴ.

Diagonal matrices commute, so exchanging R and S changes nothing.

**Commutation gives a fixed basis.** Let χ assign a number χ(R) to each geometry, and let V(χ) be the space of vectors v with H(R)v = χ(R)v for all R.

These joint eigenspaces are mutually orthogonal. If χ and χ′ differ at R, take nonzero v in V(χ) and w in V(χ′). The eigenvalues are real and H(R) is Hermitian, so

χ(R)⟨v,w⟩ = ⟨H(R)v,w⟩ = ⟨v,H(R)w⟩ = χ′(R)⟨v,w⟩,

and hence ⟨v,w⟩ = 0.

They also span the space. If every H(R) is a multiple of the identity, the whole space is one joint eigenspace. Otherwise some H(R) splits it into smaller orthogonal eigenspaces. For v in the one with eigenvalue λ,

H(R)H(S)v = H(S)H(R)v = λH(S)v,

so every H(S) maps that eigenspace into itself. The restricted operators are again Hermitian and commute, and the argument repeats. The dimension falls at each split, so the process ends even for infinitely many geometries.

Orthonormal bases of the joint eigenspaces together give vectors bₖ with H(R)bₖ = Eₖ(R)bₖ. Make them the columns of U. Orthonormality gives UᴴU = 1, and the eigenvalue equations give

H(R)U = U diag(Eₖ(R)).

Multiplying by Uᴴ from the left leaves a diagonal matrix.

**Your two sites.** With h(x) the matrix with rows (ax, c) and (c, −ax), the upper right element of h(x)h(y) is ac(x − y), and that of h(y)h(x) is ac(y − x). At x = 0 and y = 1, commutation requires −ac = ac, so ac = 0. Conversely, for a = 0 the matrix is constant, and for c = 0 it is already diagonal.

Here is the Lean file.

```lean
import Mathlib

open Matrix

namespace GeometryIndependentAdiabaticStates

variable {ι n : Type*} [Fintype n] [DecidableEq n]

/-- The columns of the constant matrix `U` are orthonormal electronic states in which
the Hamiltonian `H R` is diagonal at every geometry `R`. -/
def FixedAdiabaticBasis (H : ι → Matrix n n ℂ) (U : Matrix n n ℂ) : Prop :=
  U ∈ Matrix.unitaryGroup n ℂ ∧ ∀ R, (Uᴴ * H R * U).IsDiag

/-- If one constant unitary matrix diagonalizes the Hamiltonian at every geometry, then
the Hamiltonians at any two geometries commute. -/
theorem FixedAdiabaticBasis.commute {H : ι → Matrix n n ℂ} {U : Matrix n n ℂ}
    (h : FixedAdiabaticBasis H U) (R S : ι) : H R * H S = H S * H R := by
  have hU : U * Uᴴ = 1 := Matrix.mem_unitaryGroup_iff.mp h.1
  -- diagonal matrices commute
  have hd : ∀ A B : Matrix n n ℂ, A.IsDiag → B.IsDiag → A * B = B * A := by
    intro A B hA hB
    rw [← hA.diagonal_diag, ← hB.diagonal_diag, diagonal_mul_diagonal,
      diagonal_mul_diagonal]
    exact congrArg _ (funext fun i => mul_comm _ _)
  -- a product of Hamiltonians, written in the fixed basis
  have hp : ∀ P Q, H P * H Q = U * ((Uᴴ * H P * U) * (Uᴴ * H Q * U)) * Uᴴ := by
    intro P Q
    calc H P * H Q = (U * Uᴴ) * H P * (U * Uᴴ) * H Q * (U * Uᴴ) := by
          simp only [hU, one_mul, mul_one]
      _ = _ := by simp only [mul_assoc]
  rw [hp R S, hp S R, hd _ _ (h.2 R) (h.2 S)]

omit [DecidableEq n] in
/-- Mutually orthogonal subspaces that together span a finite-dimensional state space
`E` provide an orthonormal basis of `E`, each vector of which lies in one of them. -/
theorem exists_adapted_basis {κ E : Type*} [NormedAddCommGroup E]
    [InnerProductSpace ℂ E] [FiniteDimensional ℂ E] (V : κ → Submodule ℂ E)
    (hV : OrthogonalFamily ℂ (fun χ => V χ) (fun χ => (V χ).subtypeₗᵢ))
    (htop : ⨆ χ, V χ = ⊤) (hn : Module.finrank ℂ E = Fintype.card n) :
    ∃ (b : OrthonormalBasis n ℂ E) (f : n → κ), ∀ k, b k ∈ V (f k) := by
  classical
  -- collect orthonormal bases of the subspaces
  let v : (Σ χ, Fin (Module.finrank ℂ (V χ))) → E :=
    fun a => (stdOrthonormalBasis ℂ (V a.1) a.2 : V a.1)
  have hv : Orthonormal ℂ v :=
    hV.orthonormal_sigma_orthonormal fun χ => (stdOrthonormalBasis ℂ (V χ)).orthonormal
  have : Finite (Σ χ, Fin (Module.finrank ℂ (V χ))) :=
    hv.linearIndependent.finite_of_isNoetherian
  let _ : Fintype (Σ χ, Fin (Module.finrank ℂ (V χ))) := Fintype.ofFinite _
  have hspan : ⊤ ≤ Submodule.span ℂ (Set.range v) := by
    rw [← htop]
    refine iSup_le fun χ x hx => ?_
    have key : ((∑ i, (stdOrthonormalBasis ℂ (V χ)).repr ⟨x, hx⟩ i •
        stdOrthonormalBasis ℂ (V χ) i : V χ) : E) ∈ Submodule.span ℂ (Set.range v) := by
      rw [Submodule.coe_sum]
      refine Submodule.sum_mem _ fun i _ => ?_
      rw [Submodule.coe_smul]
      exact Submodule.smul_mem _ _ (Submodule.subset_span ⟨⟨χ, i⟩, rfl⟩)
    rw [OrthonormalBasis.sum_repr] at key
    exact key
  have hcard : Fintype.card (Σ χ, Fin (Module.finrank ℂ (V χ))) = Fintype.card n := by
    rw [← Module.finrank_eq_card_basis (OrthonormalBasis.mk hv hspan).toBasis, hn]
  let e := Fintype.equivOfCardEq hcard
  refine ⟨(OrthonormalBasis.mk hv hspan).reindex e, fun k => (e.symm k).1, fun k => ?_⟩
  rw [OrthonormalBasis.reindex_apply, OrthonormalBasis.coe_mk]
  exact (stdOrthonormalBasis ℂ (V (e.symm k).1) (e.symm k).2).2

/-- Hermitian Hamiltonians that commute for all pairs of geometries have a common
orthonormal basis of eigenvectors; `E k R` is the eigenvalue of state `k` at `R`. -/
theorem exists_common_eigenbasis {H : ι → Matrix n n ℂ} (hH : ∀ R, (H R).IsHermitian)
    (hc : ∀ R S, H R * H S = H S * H R) :
    ∃ (b : OrthonormalBasis n ℂ (EuclideanSpace ℂ n)) (E : n → ι → ℂ),
      ∀ k R, H R *ᵥ (b k).ofLp = E k R • (b k).ofLp := by
  classical
  obtain ⟨T, hTv, hT⟩ : ∃ T : ι → EuclideanSpace ℂ n →ₗ[ℂ] EuclideanSpace ℂ n,
      (∀ R x, (T R x).ofLp = H R *ᵥ x.ofLp) ∧ ∀ R, (T R).IsSymmetric :=
    ⟨fun R => Matrix.toEuclideanLin (H R), fun _ _ => rfl,
      fun R => isSymmetric_toEuclideanLin_iff.mpr (hH R)⟩
  have hC : Pairwise (Function.onFun Commute T) := by
    intro R S _
    change T R * T S = T S * T R
    refine LinearMap.ext fun x => WithLp.ofLp_injective 2 ?_
    change (T R (T S x)).ofLp = (T S (T R x)).ofLp
    simp only [hTv, Matrix.mulVec_mulVec, hc R S]
  -- the joint eigenspaces are orthogonal and fill the whole space
  obtain ⟨b, f, hb⟩ := exists_adapted_basis (n := n)
    (fun χ : ι → ℂ => ⨅ R, Module.End.eigenspace (T R) (χ R))
    (LinearMap.IsSymmetric.orthogonalFamily_iInf_eigenspaces hT)
    (LinearMap.IsSymmetric.directSum_isInternal_of_pairwise_commute
      hT hC).submodule_iSup_eq_top finrank_euclideanSpace
  refine ⟨b, f, fun k R => ?_⟩
  have he := Module.End.mem_eigenspace_iff.mp ((Submodule.mem_iInf _).mp (hb k) R)
  rw [← hTv, he]
  rfl

/-- For an arbitrary family of Hermitian Hamiltonians, one constant unitary matrix
diagonalizes all of them if and only if they commute for all pairs of geometries. -/
theorem exists_fixedAdiabaticBasis_iff {H : ι → Matrix n n ℂ}
    (hH : ∀ R, (H R).IsHermitian) :
    (∃ U, FixedAdiabaticBasis H U) ↔ ∀ R S, H R * H S = H S * H R := by
  constructor
  · rintro ⟨U, hU⟩
    exact hU.commute
  · intro hc
    obtain ⟨b, E, hb⟩ := exists_common_eigenbasis hH hc
    -- the common eigenvectors are the columns of `U`
    let U : Matrix n n ℂ := Matrix.of fun i k => (b k).ofLp i
    have hU : Uᴴ * U = 1 := by
      ext j k
      have h := orthonormal_iff_ite.mp b.orthonormal j k
      rw [PiLp.inner_apply] at h
      simp only [RCLike.inner_apply] at h
      rw [Matrix.mul_apply, Matrix.one_apply, ← h]
      exact Finset.sum_congr rfl fun i _ => mul_comm _ _
    refine ⟨U, Matrix.mem_unitaryGroup_iff'.mpr hU, fun R => ?_⟩
    have hD : H R * U = U * Matrix.diagonal (fun k => E k R) := by
      ext i k
      rw [Matrix.mul_diagonal]
      exact (congrFun (hb k R) i).trans (mul_comm _ _)
    rw [mul_assoc, hD, ← mul_assoc, hU, one_mul]
    exact Matrix.isDiag_diagonal _

/-- If the Hamiltonians at `R` and `S` do not commute, every constant unitary basis has
a nonzero off-diagonal coupling at `R` or at `S`. -/
theorem exists_coupling_of_not_commute {H : ι → Matrix n n ℂ} {R S : ι}
    (h : H R * H S ≠ H S * H R) {U : Matrix n n ℂ} (hU : U ∈ Matrix.unitaryGroup n ℂ) :
    ∃ i j, i ≠ j ∧ ((Uᴴ * H R * U) i j ≠ 0 ∨ (Uᴴ * H S * U) i j ≠ 0) := by
  by_contra hn
  -- otherwise `U` would be a fixed adiabatic basis for the two geometries
  have hf : FixedAdiabaticBasis (fun b : Bool => cond b (H R) (H S)) U := by
    refine ⟨hU, fun b => ?_⟩
    intro i j hij
    cases b
    · exact by_contra fun h1 => hn ⟨i, j, hij, Or.inr h1⟩
    · exact by_contra fun h1 => hn ⟨i, j, hij, Or.inl h1⟩
  exact h (hf.commute true false)

/-- Two diabatic states with energies `a x` and `-a x` and constant real coupling `c`. -/
def crossingModel (a c x : ℝ) : Matrix (Fin 2) (Fin 2) ℂ :=
  !![(a : ℂ) * x, (c : ℂ); (c : ℂ), -((a : ℂ) * x)]

/-- The two-state crossing model has a fixed adiabatic basis if and only if the slope
`a` or the coupling `c` vanishes. -/
theorem crossingModel_iff (a c : ℝ) :
    (∃ U, FixedAdiabaticBasis (crossingModel a c) U) ↔ a = 0 ∨ c = 0 := by
  have hH : ∀ x, (crossingModel a c x).IsHermitian := by
    intro x
    ext i j
    fin_cases i <;> fin_cases j <;> simp [crossingModel]
  rw [exists_fixedAdiabaticBasis_iff hH]
  constructor
  · intro h
    -- compare the off-diagonal elements of the two products at `x = 0` and `x = 1`
    have h1 := h 0 1
    simp only [crossingModel, Matrix.mul_fin_two] at h1
    have h2 : (a : ℂ) * (0 : ℝ) * c + c * (-(a * (1 : ℝ))) =
        a * (1 : ℝ) * c + c * (-(a * (0 : ℝ))) := congrFun (congrFun h1 0) 1
    push_cast at h2
    have h3 : (a : ℂ) * c = 0 := by linear_combination (-1 / 2) * h2
    exact mul_eq_zero.mp (by exact_mod_cast h3)
  · rintro (rfl | rfl) x y <;>
      simp only [crossingModel, Matrix.mul_fin_two, Complex.ofReal_zero] <;> ring_nf

end GeometryIndependentAdiabaticStates
```

```lean
#print axioms GeometryIndependentAdiabaticStates.exists_fixedAdiabaticBasis_iff
#print axioms GeometryIndependentAdiabaticStates.exists_coupling_of_not_commute
#print axioms GeometryIndependentAdiabaticStates.crossingModel_iff
```

```
'GeometryIndependentAdiabaticStates.exists_fixedAdiabaticBasis_iff' depends on axioms: [propext, Classical.choice, Quot.sound]
'GeometryIndependentAdiabaticStates.exists_coupling_of_not_commute' depends on axioms: [propext, Classical.choice, Quot.sound]
'GeometryIndependentAdiabaticStates.crossingModel_iff' depends on axioms: [propext, Classical.choice, Quot.sound]
```

**What the statements say.** The geometries form an arbitrary type `ι`, with no distance or continuity, and the finite type `n` labels the electronic states. `FixedAdiabaticBasis H U` says that `U` is unitary and that every off-diagonal element of `Uᴴ * H R * U` vanishes, for all `R`. The equivalence is `exists_fixedAdiabaticBasis_iff`, with Hermiticity as the hypothesis `hH`. `exists_coupling_of_not_commute` adds that if the Hamiltonians at `R` and `S` fail to commute, each constant unitary leaves a nonzero off-diagonal element at one of these two geometries. It gives no lower bound on its size.

`crossingModel_iff` treats your example, with real `a`, `c` and `x`. For a single electron on two sites with a classical displacement, it says that adiabatic states independent of x require either the electron-phonon slope a or the hopping c to vanish.

For a real molecule or crystal, you have to make sure that all the matrices H(R) refer to the same orthonormal electronic basis, independent of R. Orbitals that move with the nuclei do not provide this by themselves. The result then concerns the states within that finite basis: matrices can commute there even if the full electronic Hamiltonians do not.

**How the Lean proof is arranged.** `FixedAdiabaticBasis.commute` is the first direction: `hd` says that diagonal matrices commute, and `hp` inserts U Uᴴ = 1 into the product. It does not use Hermiticity.

`exists_adapted_basis` collects the orthonormal bases of orthogonal subspaces that span the space; there `E` is the state space, whereas elsewhere `E k R` is an eigenvalue. `exists_common_eigenbasis` applies it to the joint eigenspaces, written as an intersection over all `R`. Their orthogonality and spanning come from Mathlib, in place of the splitting argument above. The main theorem then builds `U` from the eigenvectors; `hU` is UᴴU = 1 and `hD` is the column equation.

For the leftover coupling, the proof assumes that there is none, so that `U` diagonalizes a family with just two members, and `commute` gives the contradiction. The crossing model compares the upper right elements at 0 and 1, as above.

**Without Hermiticity.** Take a single geometry whose matrix has rows (0, 1) and (0, 0). It commutes with itself, yet no unitary diagonalizes it: both eigenvalues are zero, so the diagonal form would be the zero matrix, and so would the original. Commutation alone is therefore not enough. This matrix is not even normal (it does not commute with its conjugate transpose), so the example does not show that Hermiticity itself is needed.
